# Angular Sums with Product Weights Are Squared Norms of Moment Tensors

Take two neighbours of a central atom, at \(u_1\) and \(u_2\), with real weights \(w_1\) and \(w_2\). Summing the weighted scalar products over all ordered pairs, each neighbour with itself included, gives

\[
w_1^2\,u_1\cdot u_1 + 2w_1w_2\,u_1\cdot u_2 + w_2^2\,u_2\cdot u_2 = |w_1u_1+w_2u_2|^2 .
\]

A sum over pairs has become the square of a sum over single neighbours. The same happens with squared scalar products, because

\[
(x\cdot y)^2=\sum_{\alpha,\beta}(x_\alpha x_\beta)(y_\alpha y_\beta)
\]

is again a scalar product, now between the matrices \(x_\alpha x_\beta\) and \(y_\alpha y_\beta\). For the \(n\)-th power, tensors with \(n\) indices take their place.

## Environments, moments and pair sums

An environment is a finite family of vectors \(u_j\in\mathbb R^d\), measured from the central atom, with real weights \(w_j\) of any sign. The finite types `ι` and `κ` label the neighbours in two environments, which may differ in size.

```lean
import Mathlib

open Matrix

namespace MomentTensorDescriptor

variable {ι κ : Type*} [Fintype ι] [Fintype κ] {d : ℕ}
```

A tensor entry is selected by a multi-index \(a=(a_0,\dots,a_{n-1})\), which assigns a Cartesian direction to each of the \(n\) slots. In Lean it is a function `a : Fin n → Fin d`. The rank-\(n\) moment tensor has the entries

\[
M_a=\sum_j w_j\prod_s u_{j,a_s}.
\]

For \(n=0\) the product is empty and the single entry is the total weight.

```lean
/-- The entry with indices `a` of the rank-`n` moment tensor `∑ j, w j • (u j ⊗ ... ⊗ u j)`
of neighbours at `u j` with weights `w j`. -/
def momentTensor (w : ι → ℝ) (u : ι → Fin d → ℝ) (n : ℕ) (a : Fin n → Fin d) : ℝ :=
  ∑ j, w j * ∏ s, u j (a s)
```

The angular sum is defined without reference to tensors:

\[
A_n=\sum_{j,k}w_jw_k\,(u_j\cdot u_k)^n .
\]

If the \(u_j\) are unit vectors, the scalar products are cosines of the angles between neighbours; the definition also admits vectors of any length. A radial cutoff function or a chemical label can enter through \(w_j\), but a weight that depends on the distance between \(j\) and \(k\) does not generally have this product form. The terms with \(j=k\) belong to the sum. Without them it can be negative: two opposite unit vectors of weight 1 would give \(-2\) at \(n=1\).

```lean
/-- The angular sum of order `n`: the sum over all ordered pairs of neighbours, each neighbour with
itself included, of the product of their weights times the `n`-th power of their scalar product. -/
def angularSum (w : ι → ℝ) (u : ι → Fin d → ℝ) (n : ℕ) : ℝ :=
  ∑ j, ∑ k, w j * w k * (u j ⬝ᵥ u k) ^ n
```

To compare this environment with a second one, with vectors \(t_k\) and weights \(v_k\), let one index run over each:

\[
K_n=\sum_{j,k}w_jv_k\,(u_j\cdot t_k)^n .
\]

```lean
/-- The angular kernel of order `n` between two environments: the weighted sum of the
`n`-th powers of scalar products between neighbours of the first and of the second. -/
def angularKernel (w : ι → ℝ) (u : ι → Fin d → ℝ) (v : κ → ℝ) (t : κ → Fin d → ℝ)
    (n : ℕ) : ℝ :=
  ∑ j, ∑ k, w j * v k * (u j ⬝ᵥ t k) ^ n
```

## From a power to a contraction

Multiplying out the \(n\) factors means choosing one component from each, so the terms are labelled by multi-indices:

\[
(x\cdot y)^n=\Big(\sum_\alpha x_\alpha y_\alpha\Big)^n
=\sum_a\prod_s x_{a_s}y_{a_s}
=\sum_a\Big(\prod_s x_{a_s}\Big)\Big(\prod_s y_{a_s}\Big).
\]

In the proof, `Fintype.sum_pow` does the expansion and `Finset.prod_mul_distrib` separates the two products.

```lean
/-- The `n`-th power of a scalar product is the full contraction of the `n`-fold tensor
powers of the two vectors. -/
theorem dotProduct_pow (x y : Fin d → ℝ) (n : ℕ) :
    (x ⬝ᵥ y) ^ n = ∑ a : Fin n → Fin d, (∏ s, x (a s)) * ∏ s, y (a s) := by
  simp only [dotProduct, Fintype.sum_pow, Finset.prod_mul_distrib]
```

Let \(N_a\) be the moment tensor of the second environment. Inserting the definitions and exchanging finite sums gives

\[
\begin{aligned}
\sum_a M_aN_a
&=\sum_a\sum_{j,k}w_jv_k\Big(\prod_s u_{j,a_s}\Big)\Big(\prod_s t_{k,a_s}\Big)\\
&=\sum_{j,k}w_jv_k\sum_a\Big(\prod_s u_{j,a_s}\Big)\Big(\prod_s t_{k,a_s}\Big)
=K_n .
\end{aligned}
\]

The Lean proof runs in this direction too. The two uses of `Finset.sum_comm` carry the sum over \(a\) inside the neighbour sums, where `dotProduct_pow` applies.

```lean
/-- The angular kernel of two environments is the full contraction of their moment
tensors. -/
theorem angularKernel_eq_contraction (w : ι → ℝ) (u : ι → Fin d → ℝ) (v : κ → ℝ)
    (t : κ → Fin d → ℝ) (n : ℕ) :
    angularKernel w u v t n = ∑ a, momentTensor w u n a * momentTensor v t n a := by
  symm
  simp_rw [momentTensor, Finset.sum_mul_sum]
  -- move the sum over tensor indices inside the sums over neighbours
  rw [Finset.sum_comm]
  refine Finset.sum_congr rfl fun j _ => ?_
  rw [Finset.sum_comm]
  refine Finset.sum_congr rfl fun k _ => ?_
  rw [dotProduct_pow, Finset.mul_sum]
  refine Finset.sum_congr rfl fun a _ => ?_
  ring
```

## The sum of squares and its consequences

When the two environments coincide, \(N=M\) and the contraction becomes

\[
A_n=\sum_a M_a^2 .
\]

The first equality in the proof is `rfl`, since the kernel of an environment with itself is the angular sum by definition. In a simulation code the entries \(M_a\) can be accumulated in one pass over the neighbours, and \(A_n\) then follows by squaring and adding them, without a loop over pairs.

```lean
/-- The angular sum of order `n` equals the sum of the squares of all entries of the
rank-`n` moment tensor. -/
theorem angularSum_eq_sum_sq (w : ι → ℝ) (u : ι → Fin d → ℝ) (n : ℕ) :
    angularSum w u n = ∑ a, momentTensor w u n a ^ 2 := by
  calc angularSum w u n = angularKernel w u w u n := rfl
    _ = ∑ a, momentTensor w u n a * momentTensor w u n a :=
        angularKernel_eq_contraction w u w u n
    _ = ∑ a, momentTensor w u n a ^ 2 := by simp only [sq]
```

A sum of real squares is nonnegative, so \(A_n\ge 0\) even when some weights are negative.

```lean
/-- The angular sum is nonnegative for real weights of any sign. -/
theorem angularSum_nonneg (w : ι → ℝ) (u : ι → Fin d → ℝ) (n : ℕ) :
    0 ≤ angularSum w u n := by
  rw [angularSum_eq_sum_sq]
  exact Finset.sum_nonneg fun a _ => sq_nonneg _
```

Such a sum vanishes only if each square does. Hence \(A_n=0\) exactly when \(M_a=0\) for every \(a\). This does not require the environment to be empty, since contributions from different neighbours can cancel.

```lean
/-- The angular sum vanishes exactly when every entry of the moment tensor vanishes. -/
theorem angularSum_eq_zero_iff (w : ι → ℝ) (u : ι → Fin d → ℝ) (n : ℕ) :
    angularSum w u n = 0 ↔ ∀ a, momentTensor w u n a = 0 := by
  rw [angularSum_eq_sum_sq, Finset.sum_eq_zero_iff_of_nonneg fun a _ => sq_nonneg _]
  simp only [Finset.mem_univ, true_implies, sq_eq_zero_iff]
```

The kernel is a scalar product of two tensors, so the Cauchy–Schwarz inequality gives

\[
K_n^2=\Big(\sum_a M_aN_a\Big)^2\le\Big(\sum_a M_a^2\Big)\Big(\sum_a N_a^2\Big),
\]

and the right-hand side is the product of the two angular sums.

```lean
/-- The squared angular kernel of two environments is at most the product of their
angular sums. -/
theorem angularKernel_sq_le (w : ι → ℝ) (u : ι → Fin d → ℝ) (v : κ → ℝ)
    (t : κ → Fin d → ℝ) (n : ℕ) :
    angularKernel w u v t n ^ 2 ≤ angularSum w u n * angularSum v t n := by
  rw [angularKernel_eq_contraction, angularSum_eq_sum_sq, angularSum_eq_sum_sq]
  exact Finset.sum_mul_sq_le_sq_mul_sq _ _ _
```

## Rotations and reflections

Let a real \(d\times d\) matrix \(Q\) act on every neighbour vector while the weights stay fixed, as they do under rotation if they depend only on distance from the centre and on species. Expanding each component of \(Qu_j\) gives

\[
\begin{aligned}
M'_a&=\sum_j w_j\prod_s\sum_\beta Q_{a_s\beta}u_{j,\beta}\\
&=\sum_j w_j\sum_b\Big(\prod_s Q_{a_sb_s}\Big)\prod_s u_{j,b_s}
=\sum_b\Big(\prod_s Q_{a_sb_s}\Big)M_b .
\end{aligned}
\]

Each tensor index therefore acquires one factor of \(Q\). This holds for any square matrix. The auxiliary statement `h` is the expansion of the product for a single neighbour.

```lean
/-- When a matrix `Q` acts on all neighbour vectors, the moment tensor transforms with
one factor of `Q` for each of its indices. -/
theorem momentTensor_mulVec (Q : Matrix (Fin d) (Fin d) ℝ) (w : ι → ℝ)
    (u : ι → Fin d → ℝ) (n : ℕ) (a : Fin n → Fin d) :
    momentTensor w (fun j => Q *ᵥ u j) n a =
      ∑ b : Fin n → Fin d, (∏ s, Q (a s) (b s)) * momentTensor w u n b := by
  -- expand the product of matrix-vector entries over multi-indices
  have h : ∀ j, ∏ s, (Q *ᵥ u j) (a s) =
      ∑ b : Fin n → Fin d, (∏ s, Q (a s) (b s)) * ∏ s, u j (b s) := by
    intro j
    simp only [Matrix.mulVec, dotProduct, Finset.prod_univ_sum, Fintype.piFinset_univ,
      Finset.prod_mul_distrib]
  simp only [momentTensor, h, Finset.mul_sum]
  rw [Finset.sum_comm]
  refine Finset.sum_congr rfl fun b _ => Finset.sum_congr rfl fun j _ => ?_
  ring
```

If \(Q^{\mathsf T}Q=1\), scalar products are preserved:

\[
(Qx)\cdot(Qy)=(Q^{\mathsf T}Qx)\cdot y=x\cdot y .
\]

Every term of \(A_n\) is then unchanged, and the proof needs no tensors. The hypothesis `hQ` does not fix the sign of the determinant, so reflections are included and an environment has the same angular sums as its mirror image.

```lean
/-- The angular sum is unchanged when one orthogonal matrix acts on all neighbour
vectors. -/
theorem angularSum_orthogonal (Q : Matrix (Fin d) (Fin d) ℝ) (hQ : Qᵀ * Q = 1)
    (w : ι → ℝ) (u : ι → Fin d → ℝ) (n : ℕ) :
    angularSum w (fun j => Q *ᵥ u j) n = angularSum w u n := by
  -- an orthogonal matrix preserves every scalar product
  have h : ∀ x y : Fin d → ℝ, (Q *ᵥ x) ⬝ᵥ (Q *ᵥ y) = x ⬝ᵥ y := by
    intro x y
    rw [Matrix.dotProduct_mulVec, ← Matrix.mulVec_transpose, Matrix.mulVec_mulVec, hQ,
      Matrix.one_mulVec]
  simp only [angularSum, h]
```

## Odd orders at inversion centres

Suppose that a permutation \(\sigma\) of the neighbours satisfies \(w_{\sigma(j)}=w_j\) and \(u_{\sigma(j)}=-u_j\), as for the twelve nearest neighbours of an atom in a perfect copper crystal, with weights that depend only on the distance from that atom. Relabelling the sum and taking one sign from each of the \(n\) factors gives, for odd \(n\),

\[
M_a=\sum_j w_{\sigma(j)}\prod_s u_{\sigma(j),a_s}=(-1)^nM_a=-M_a .
\]

Every entry is therefore zero, and so is \(A_n\). Odd angular sums cannot tell one centrosymmetric environment from another.

In the proof, `hp` collects the signs, `Equiv.sum_comp` relabels the neighbours, and `angularSum_eq_zero_iff` turns the vanishing entries into a vanishing angular sum.

```lean
/-- For odd `n` the angular sum vanishes in a centrosymmetric environment, where a
permutation `σ` of the neighbours preserves the weights and inverts the positions. -/
theorem angularSum_odd_centrosymmetric (w : ι → ℝ) (u : ι → Fin d → ℝ) {n : ℕ}
    (hn : Odd n) (σ : Equiv.Perm ι) (hw : ∀ j, w (σ j) = w j)
    (hu : ∀ j, u (σ j) = -u j) :
    angularSum w u n = 0 := by
  rw [angularSum_eq_zero_iff]
  intro a
  -- an odd number of factors changes sign under inversion
  have hp : ∀ j, ∏ s, u (σ j) (a s) = -∏ s, u j (a s) := by
    intro j
    calc ∏ s, u (σ j) (a s) = ∏ s, (-1 : ℝ) * u j (a s) :=
          Finset.prod_congr rfl fun s _ => by rw [hu, Pi.neg_apply, neg_one_mul]
      _ = -∏ s, u j (a s) := by
          rw [Finset.prod_mul_distrib, Finset.prod_const, Finset.card_univ,
            Fintype.card_fin, hn.neg_one_pow, neg_one_mul]
  -- relabelling the neighbours shows that the entry equals its own negative
  have h : momentTensor w u n a = -momentTensor w u n a := by
    calc momentTensor w u n a = ∑ j, w (σ j) * ∏ s, u (σ j) (a s) :=
          (Equiv.sum_comp σ (fun j => w j * ∏ s, u j (a s))).symm
      _ = -momentTensor w u n a := by
          simp only [momentTensor, hw, hp, mul_neg, Finset.sum_neg_distrib]
  linarith

end MomentTensorDescriptor
```

```lean
#print axioms MomentTensorDescriptor.angularKernel_sq_le
#print axioms MomentTensorDescriptor.momentTensor_mulVec
#print axioms MomentTensorDescriptor.angularSum_orthogonal
#print axioms MomentTensorDescriptor.angularSum_odd_centrosymmetric
```

```
'MomentTensorDescriptor.angularKernel_sq_le' depends on axioms: [propext, Classical.choice, Quot.sound]
'MomentTensorDescriptor.momentTensor_mulVec' depends on axioms: [propext, Classical.choice, Quot.sound]
'MomentTensorDescriptor.angularSum_orthogonal' depends on axioms: [propext, Classical.choice, Quot.sound]
'MomentTensorDescriptor.angularSum_odd_centrosymmetric' depends on axioms: [propext, Classical.choice, Quot.sound]
```
